# Field energy of a charged sheet off the centre of a dielectric slab, in a periodic cell at zero potential drop

When the energies of a charged layer at two depths in a slab are computed in the same periodic cell and subtracted, the difference can include an electrostatic term that depends on the cell length. For a one-dimensional continuum model with a planar charge and a uniform neutralising background, this term can be found exactly.

Let the slab have thickness $d$ and permittivity $e>0$, let the cell have length $L>d$ with vacuum outside the slab, and let the sheet carry charge $s$ per area at height $t$ measured from the slab centre, with $|t|<d/2$. If $U(t)$ is the field energy per area at zero potential drop across the cell, then

$$U(t)-U(0)=\frac{2\pi s^2t^2}{e}\left(\frac1L-\frac1{e(L-d)+d}\right).$$

All quantities are real numbers, in Gaussian units.

```lean
import Mathlib

open Real Filter Topology MeasureTheory

namespace ChargedSlabSupercell

noncomputable section
```

## The slab, the sheet and the background

The slab is centred at $z=0$. Its inverse permittivity is $w(z)=1/e$ for $|z|<d/2$ and $w(z)=1$ elsewhere. The constant $e$ stands for the linear, local screening of the slab material, and the interfaces are sharp.

```lean
/-- Inverse permittivity of a slab of thickness `d` and permittivity `e ≠ 0`, centred at the
origin and surrounded by vacuum. -/
def invPerm (e d z : ℝ) : ℝ := if |z| < d / 2 then 1 / e else 1
```

The charge density is $s\,\delta(z-t)-s/L$, with the background filling slab and vacuum alike. Integrating $D'=4\pi(s\,\delta(z-t)-s/L)$ gives

$$D(z)=c+4\pi s\left(\theta(z-t)-\frac zL\right),$$

where $\theta$ is the unit step and $c$ is a free constant. The field takes the same value, $c+2\pi s$, at both ends of the cell. The Lean definition starts from this integrated form.

```lean
/-- Displacement field (Gaussian units) of a sheet of charge `s` per area at height `t` with a
uniform neutralising background in a cell of length `L ≠ 0`, up to the constant `c`. -/
def displacement (L s t c z : ℝ) : ℝ :=
  c + 4 * π * s * ((if t < z then 1 else 0) - z / L)
```

The electric field is $wD$, so its integral over the cell is, up to sign, the change in the potential. A periodic potential requires this integral to vanish.

```lean
/-- Integral of the electric field across the cell. -/
def potentialDrop (e d L s t c : ℝ) : ℝ :=
  ∫ z in (-(L / 2))..(L / 2), invPerm e d z * displacement L s t c z
```

The energy per area is $\int wD^2/(8\pi)\,dz$. It contains only the macroscopic field energy: the lateral structure of a point defect, atomic relaxation and short-range terms are absent.

```lean
/-- Electrostatic field energy of the cell per unit area. -/
def fieldEnergy (e d L s t c : ℝ) : ℝ :=
  ∫ z in (-(L / 2))..(L / 2), invPerm e d z * displacement L s t c z ^ 2 / (8 * π)
```

With $K=e(L-d)+d$, the constant that will turn out to balance the cell is $c=4\pi st/K-2\pi s$.

```lean
/-- An explicit constant for the displacement field, for `e * (L - d) + d ≠ 0`. -/
def balancedOffset (e d L s t : ℝ) : ℝ :=
  4 * π * s * t / (e * (L - d) + d) - 2 * π * s
```

## Integrating over four intervals

On each side of the sheet, $D$ is linear in $z$ and $D^2$ is quadratic. The only integral needed is

$$\int_x^y(p+qz+rz^2)\,dz=p(y-x)+\frac q2(y^2-x^2)+\frac r3(y^3-x^3).$$

```lean
/-- The elementary integral of `p + q z + r z ^ 2` from `x` to `y`, in closed form. -/
def quadArea (p q r x y : ℝ) : ℝ :=
  p * (y - x) + q / 2 * (y ^ 2 - x ^ 2) + r / 3 * (y ^ 3 - x ^ 3)
```

The integrand can jump at the interfaces and at the sheet, so the formula is wanted for a function that is quadratic only on the open interval. The endpoints have measure zero, which gives integrability; the fundamental theorem of calculus, applied to the cubic antiderivative, gives the value.

```lean
/-- A function that is quadratic inside an interval is integrable there, with the elementary
value of the integral. -/
theorem integral_quadratic {f : ℝ → ℝ} {x y : ℝ} (p q r : ℝ) (hxy : x ≤ y)
    (h : ∀ z ∈ Set.Ioo x y, f z = p + q * z + r * z ^ 2) :
    IntervalIntegrable f volume x y ∧ ∫ z in x..y, f z = quadArea p q r x y := by
  have hi : IntervalIntegrable f volume x y := by
    have hc : Continuous (fun z : ℝ => p + q * z + r * z ^ 2) := by fun_prop
    have hg := hc.intervalIntegrable (μ := volume) x y
    rw [intervalIntegrable_iff_integrableOn_Ioo_of_le hxy] at hg ⊢
    exact hg.congr_fun (fun z hz => (h z hz).symm) measurableSet_Ioo
  refine ⟨hi, ?_⟩
  have hF : ∀ z ∈ Set.Ioo x y,
      HasDerivAt (fun u : ℝ => p * u + q / 2 * u ^ 2 + r / 3 * u ^ 3) (f z) z := by
    intro z hz
    refine ((((hasDerivAt_id' z).const_mul p).fun_add
      ((hasDerivAt_pow 2 z).const_mul (q / 2))).fun_add
      ((hasDerivAt_pow 3 z).const_mul (r / 3))).congr_deriv ?_
    rw [h z hz]
    norm_num
    ring
  rw [intervalIntegral.integral_eq_sub_of_hasDerivAt_of_le hxy (by fun_prop) hF hi]
  unfold quadArea
  ring
```

The cell is then cut at $-d/2$, $t$ and $d/2$. The coefficients are $p,q,r$ below the sheet and $p',q',r'$ above it, divided by $e$ inside the slab. Each piece is integrated by the previous lemma, and the four adjacent integrals are added.

```lean
/-- A density that is the inverse permittivity times one quadratic below the sheet and another
above it integrates over the cell to the sum of four elementary pieces. -/
theorem slab_integral {e d L t : ℝ} {f : ℝ → ℝ} (ht : |t| < d / 2) (hdL : d < L)
    (p q r p' q' r' : ℝ)
    (hl : ∀ z < t, f z = invPerm e d z * (p + q * z + r * z ^ 2))
    (hr : ∀ z > t, f z = invPerm e d z * (p' + q' * z + r' * z ^ 2)) :
    ∫ z in (-(L / 2))..(L / 2), f z =
      quadArea p q r (-(L / 2)) (-(d / 2)) + quadArea (p / e) (q / e) (r / e) (-(d / 2)) t
      + quadArea (p' / e) (q' / e) (r' / e) t (d / 2) + quadArea p' q' r' (d / 2) (L / 2) := by
  obtain ⟨h1, h2⟩ := abs_lt.mp ht
  -- vacuum below, slab below the sheet, slab above the sheet, vacuum above
  obtain ⟨i1, e1⟩ := integral_quadratic (f := f) (x := -(L / 2)) (y := -(d / 2)) p q r
    (by linarith) (fun z hz => by
      have hz' : ¬ |z| < d / 2 := fun h => by linarith [(abs_lt.mp h).1, hz.2]
      rw [hl z (by linarith [hz.2]), invPerm, if_neg hz', one_mul])
  obtain ⟨i2, e2⟩ := integral_quadratic (f := f) (x := -(d / 2)) (y := t)
    (p / e) (q / e) (r / e) h1.le (fun z hz => by
      have hz' : |z| < d / 2 := abs_lt.mpr ⟨hz.1, by linarith [hz.2]⟩
      rw [hl z hz.2, invPerm, if_pos hz']
      ring)
  obtain ⟨i3, e3⟩ := integral_quadratic (f := f) (x := t) (y := d / 2)
    (p' / e) (q' / e) (r' / e) h2.le (fun z hz => by
      have hz' : |z| < d / 2 := abs_lt.mpr ⟨by linarith [hz.1], hz.2⟩
      rw [hr z hz.1, invPerm, if_pos hz']
      ring)
  obtain ⟨i4, e4⟩ := integral_quadratic (f := f) (x := d / 2) (y := L / 2) p' q' r'
    (by linarith) (fun z hz => by
      have hz' : ¬ |z| < d / 2 := fun h => by linarith [(abs_lt.mp h).2, hz.1]
      rw [hr z (by linarith [hz.1]), invPerm, if_neg hz', one_mul])
  rw [← intervalIntegral.integral_add_adjacent_intervals ((i1.trans i2).trans i3) i4,
    ← intervalIntegral.integral_add_adjacent_intervals (i1.trans i2) i3,
    ← intervalIntegral.integral_add_adjacent_intervals i1 i2, e1, e2, e3, e4]
```

## The constant that balances the cell

Three integrals are needed:

$$\int w=\frac Ke,\qquad \int wz=0,\qquad \int_{z>t}w=\frac{d/2-t}{e}+\frac{L-d}2=\frac{K/2-t}{e}.$$

Therefore

$$\int wD=\frac{cK+2\pi sK-4\pi st}{e}.$$

Since $K>0$, this vanishes for exactly one $c$, the one given above. In Lean, `hdrop` is this formula, obtained from the four-interval sum, and the rest of the proof solves the linear equation in both directions.

```lean
/-- For a sheet inside the slab, the potential drop vanishes for exactly one constant in the
displacement field, namely `balancedOffset`. -/
theorem potentialDrop_eq_zero_iff {e d L s t c : ℝ} (he : 0 < e) (ht : |t| < d / 2)
    (hdL : d < L) : potentialDrop e d L s t c = 0 ↔ c = balancedOffset e d L s t := by
  have hd : 0 < d := by linarith [abs_nonneg t]
  have hL : L ≠ 0 := by linarith
  have hK : e * (L - d) + d ≠ 0 := by
    have := mul_pos he (sub_pos.mpr hdL)
    linarith
  have hdrop : potentialDrop e d L s t c =
      (c * (e * (L - d) + d) + 2 * π * s * (e * (L - d) + d) - 4 * π * s * t) / e := by
    unfold potentialDrop
    refine (slab_integral (e := e) ht hdL c (-(4 * π * s / L)) 0
      (c + 4 * π * s) (-(4 * π * s / L)) 0 ?_ ?_).trans ?_
    · intro z hz
      simp only [displacement, if_neg (not_lt.mpr hz.le)]
      ring
    · intro z hz
      simp only [displacement, if_pos (show t < z from hz)]
      ring
    · unfold quadArea
      field_simp
      ring
  rw [hdrop, div_eq_zero_iff, or_iff_left he.ne', balancedOffset]
  constructor
  · intro h
    have hq : 4 * π * s * t / (e * (L - d) + d) = c + 2 * π * s := by
      rw [div_eq_iff hK]
      linear_combination -h
    linarith
  · intro h
    have hq := div_mul_cancel₀ (4 * π * s * t) hK
    rw [h]
    linear_combination hq
```

## The energy before balancing

Expanding the square for arbitrary $c$ gives

$$\int\frac{wD^2}{8\pi}=\frac{c^2K}{8\pi e}+\frac{sc(K/2-t)}{e}+2\pi s^2\int w\left(\theta(z-t)-\frac zL\right)^2.$$

The last integral equals $\int_{z>t}w-\frac2L\int_{z>t}wz+\frac1{L^2}\int wz^2$, with

$$\int_{z>t}wz=\frac{d^2/4-t^2}{2e}+\frac{L^2-d^2}8,\qquad \int wz^2=\frac{d^3/e+L^3-d^3}{12}.$$

The proof passes the coefficients of $D^2/(8\pi)$ on the two sides of the sheet to `slab_integral` and simplifies.

```lean
/-- Field energy of the cell for a sheet inside the slab and an arbitrary constant `c` in the
displacement field. -/
theorem fieldEnergy_eq {e d L s t c : ℝ} (he : 0 < e) (ht : |t| < d / 2) (hdL : d < L) :
    fieldEnergy e d L s t c = c ^ 2 * (e * (L - d) + d) / (8 * π * e)
      + s * c * ((e * (L - d) + d) / 2 - t) / e
      + 2 * π * s ^ 2 * (((e * (L - d) + d) / 2 - t + t ^ 2 / L) / e
        - (d ^ 2 / e + L ^ 2 - d ^ 2) / (4 * L)
        + (d ^ 3 / e + L ^ 3 - d ^ 3) / (12 * L ^ 2)) := by
  have hL : L ≠ 0 := by linarith [abs_nonneg t]
  have hp : π ≠ 0 := pi_ne_zero
  unfold fieldEnergy
  refine (slab_integral (e := e) ht hdL
    (c ^ 2 / (8 * π)) (-(2 * c * (4 * π * s / L)) / (8 * π)) ((4 * π * s / L) ^ 2 / (8 * π))
    ((c + 4 * π * s) ^ 2 / (8 * π)) (-(2 * (c + 4 * π * s) * (4 * π * s / L)) / (8 * π))
    ((4 * π * s / L) ^ 2 / (8 * π)) ?_ ?_).trans ?_
  · intro z hz
    simp only [displacement, if_neg (not_lt.mpr hz.le)]
    ring
  · intro z hz
    simp only [displacement, if_pos (show t < z from hz)]
    ring
  · unfold quadArea
    field_simp
    ring
```

## The energy difference

The balancing constant can be written $c=-4\pi s(K/2-t)/K$. The first two energy terms then combine to

$$-\frac{2\pi s^2}{eK}\left(\frac K2-t\right)^2=-\frac{2\pi s^2}{e}\left(\frac K4-t+\frac{t^2}K\right).$$

The $t$-dependent part of the remaining term is $\frac{2\pi s^2}{e}\left(-t+\frac{t^2}L\right)$. The linear terms cancel, and subtracting the value at $t=0$ leaves the stated formula.

In the theorem, `hc` and `hc₀` say that the cell is balanced separately for the sheet at $t$ and at the centre, with constants `c` and `c₀`. The proof replaces both by their explicit values, treats $K$ as a single nonzero number and finishes by algebra. Positivity of $d$ follows from $|t|<d/2$.

```lean
/-- Moving the charged sheet from the slab centre to height `t` inside the slab, at zero potential
drop, changes the field energy by `(2 π s² t² / e) (1 / L - 1 / (e (L - d) + d))`. -/
theorem fieldEnergy_sub_centre {e d L s t c c₀ : ℝ} (he : 0 < e) (ht : |t| < d / 2)
    (hdL : d < L) (hc : potentialDrop e d L s t c = 0)
    (hc₀ : potentialDrop e d L s 0 c₀ = 0) :
    fieldEnergy e d L s t c - fieldEnergy e d L s 0 c₀ =
      2 * π * s ^ 2 * t ^ 2 / e * (1 / L - 1 / (e * (L - d) + d)) := by
  have hd : 0 < d := by linarith [abs_nonneg t]
  have h0 : |(0 : ℝ)| < d / 2 := by rw [abs_zero]; linarith
  have hL : L ≠ 0 := by linarith
  have hp : π ≠ 0 := pi_ne_zero
  have hK : e * (L - d) + d ≠ 0 := by
    have := mul_pos he (sub_pos.mpr hdL)
    linarith
  rw [potentialDrop_eq_zero_iff he ht hdL] at hc
  rw [potentialDrop_eq_zero_iff he h0 hdL] at hc₀
  rw [fieldEnergy_eq he ht hdL, fieldEnergy_eq he h0 hdL, hc, hc₀]
  unfold balancedOffset
  -- `d` enters the difference only through `K`, which is treated as a single nonzero number
  generalize e * (L - d) + d = K at hK ⊢
  field_simp
  ring
```

The balance condition at $t$ matters. Take $e=1$, $d=1$, $L=2$, $s=1$ and $t=1/4$, and keep the centred constant $-2\pi$ for both positions. The potential drop at $t$ is then $-\pi$, and the energy formula for arbitrary $c$ gives a difference of $\pi/16$, whereas the balanced result is $0$.

## Which position is lower

For $s\ne0$ and $t\ne0$, the sign of the difference is that of $1/L-1/K$. Since

$$K-L=(e-1)(L-d)$$

and $L>d$, the centre is lower exactly when $e>1$. The proof removes the positive prefactor, compares the reciprocals and uses this product for the sign.

```lean
/-- For a charged sheet inside the slab but off its centre, with zero potential drop at both
positions, the centred position has the lower field energy exactly when the slab permittivity
exceeds that of vacuum. -/
theorem centre_lower_iff {e d L s t c c₀ : ℝ} (he : 0 < e) (ht : |t| < d / 2)
    (hdL : d < L) (hs : s ≠ 0) (ht0 : t ≠ 0) (hc : potentialDrop e d L s t c = 0)
    (hc₀ : potentialDrop e d L s 0 c₀ = 0) :
    fieldEnergy e d L s 0 c₀ < fieldEnergy e d L s t c ↔ 1 < e := by
  have hd : 0 < d := by linarith [abs_nonneg t]
  have hL : 0 < L := by linarith
  have hLd : 0 < L - d := sub_pos.mpr hdL
  have hK : 0 < e * (L - d) + d := by positivity
  have hA : 0 < 2 * π * s ^ 2 * t ^ 2 / e := by positivity
  rw [← sub_pos, fieldEnergy_sub_centre he ht hdL hc hc₀, mul_pos_iff_of_pos_left hA,
    sub_pos, one_div_lt_one_div hK hL]
  constructor
  · intro h
    by_contra hn
    nlinarith [mul_nonneg (sub_nonneg.mpr (not_lt.mp hn)) hLd.le]
  · intro h
    nlinarith [mul_pos (sub_pos.mpr h) hLd]
```

## Growing the cell

At fixed $d$, $t$, $s$ and $e$,

$$L\left(\frac1L-\frac1K\right)=1-\frac LK=1-\frac1{e+(d-ed)/L}\longrightarrow1-\frac1e.$$

In this model, then, the energy difference itself vanishes as $L\to\infty$, with leading term $\frac{2\pi s^2t^2}{eL}\left(1-\frac1e\right)$. This is the dependence to expect when such energy differences are extrapolated in the cell length at fixed charge per area, as far as the continuum description holds.

The Lean statement uses the explicit balancing constants. Its proof takes the limit of the last expression, multiplied by the constant prefactor $2\pi s^2t^2/e$, and identifies this product with $L$ times the energy difference for all $L>d$, which is enough for a limit at infinity.

```lean
/-- As the cell grows at fixed slab and sheet position, `L` times the field energy at height `t`
inside the slab minus that at the centre, both with the constant `balancedOffset`, tends to `(2 π s²
t² / e) (1 - 1 / e)`. -/
theorem tendsto_cell_length_mul_energy {e d s t : ℝ} (he : 0 < e) (ht : |t| < d / 2) :
    Tendsto (fun L => L * (fieldEnergy e d L s t (balancedOffset e d L s t)
        - fieldEnergy e d L s 0 (balancedOffset e d L s 0))) atTop
      (𝓝 (2 * π * s ^ 2 * t ^ 2 / e * (1 - 1 / e))) := by
  have hd : 0 < d := by linarith [abs_nonneg t]
  have h0 : |(0 : ℝ)| < d / 2 := by rw [abs_zero]; linarith
  have hden : Tendsto (fun L : ℝ => e + (d - e * d) * L⁻¹) atTop (𝓝 e) := by
    simpa using (tendsto_inv_atTop_zero (𝕜 := ℝ)).const_mul (d - e * d) |>.const_add e
  have hone : Tendsto (fun _ : ℝ => (1 : ℝ)) atTop (𝓝 1) := tendsto_const_nhds
  refine ((hone.sub (hone.div hden he.ne')).const_mul
    (2 * π * s ^ 2 * t ^ 2 / e)).congr' ?_
  filter_upwards [eventually_gt_atTop d] with L hdL
  have hL : L ≠ 0 := by linarith
  have hK : e + (d - e * d) * L⁻¹ = (e * (L - d) + d) / L := by
    rw [eq_div_iff hL]
    linear_combination (d - e * d) * inv_mul_cancel₀ hL
  rw [fieldEnergy_sub_centre he ht hdL ((potentialDrop_eq_zero_iff he ht hdL).mpr rfl)
    ((potentialDrop_eq_zero_iff he h0 hdL).mpr rfl)]
  simp only [Pi.div_apply, hK, one_div_div]
  linear_combination (-(2 * π * s ^ 2 * t ^ 2 / e)) * mul_one_div_cancel hL

end

end ChargedSlabSupercell
```

```lean
#print axioms ChargedSlabSupercell.fieldEnergy_sub_centre
#print axioms ChargedSlabSupercell.centre_lower_iff
#print axioms ChargedSlabSupercell.tendsto_cell_length_mul_energy
```

```
'ChargedSlabSupercell.fieldEnergy_sub_centre' depends on axioms: [propext, Classical.choice, Quot.sound]
'ChargedSlabSupercell.centre_lower_iff' depends on axioms: [propext, Classical.choice, Quot.sound]
'ChargedSlabSupercell.tendsto_cell_length_mul_energy' depends on axioms: [propext, Classical.choice, Quot.sound]
```
